# At a global Pipek-Mezey maximum with positive semidefinite populations, the localisation matrix is positive semidefinite

A Pipek-Mezey localisation has converged: no small rotation among the occupied orbitals changes the functional to first order. The orbitals may still sit at a saddle point or a lower maximum. Can the population matrices already in memory expose this?

Let \(Q^A\) be the real population matrix of atom \(A\) in the current orthonormal orbitals, and define the localisation matrix

\[ M_{ij}=\sum_A Q^A_{ij}Q^A_{jj}. \]

Stationarity makes \(M\) symmetric. If every \(Q^A\) is positive semidefinite and the orbitals are a global maximum, then also \(v^TMv\ge 0\) for every real vector \(v\).

## A negative eigenvalue rejects the converged orbitals

After convergence, a code can build \(M\) and diagonalise its symmetric part. An eigenvalue that is negative beyond numerical noise rules out a global maximum, for real orbitals and positive semidefinite populations. Löwdin populations meet that condition; Mulliken matrices in general do not.

The eigenvector also supplies a move. By the bounds derived below, reflecting the orbitals along a normalised \(v\) with \(v^TMv=-\lambda<0\) raises the functional by at least \(8\lambda\).

## From a tangent bound to reflections

Write \(F(V)=\sum_{A,j}\big((V^TQ^AV)_{jj}\big)^2\), where the columns of the orthogonal matrix \(V\) are the new orbitals. For one atom, set \(q=Q_{jj}\ge0\) and \(p=(V^TQV)_{jj}\). Positivity of \(Q\) on column \(j\) of \(V-1\) gives \(p\ge 2(QV)_{jj}-q\). With \((p-q)^2\ge0\),

\[ p^2\ge 2qp-q^2\ge q^2+4\big(q(QV)_{jj}-q^2\big). \]

Since \(Q^A\) is symmetric, \(\sum_{A,j}Q^A_{jj}(Q^AV)_{jj}=\operatorname{tr}M^TV\). Also \(F(1)=\sum_{A,j}(Q^A_{jj})^2=\operatorname{tr}M\). Summing over atoms and orbitals,

\[ F(V)\ge F(1)+4(\operatorname{tr}M^TV-\operatorname{tr}M). \]

If the current orbitals are a global maximum, \(F(V)\le F(1)\), so \(\operatorname{tr}M^TV\le\operatorname{tr}M\) for every orthogonal \(V\).

**Positivity.** For \(v\ne0\), take \(V=1-2vv^T/(v^Tv)\). The inequality becomes \(-2v^TMv/(v^Tv)\le0\), hence \(v^TMv\ge0\).

**Symmetry.** For \(i\ne j\), let \(e_i,e_j\) be unit coordinate vectors, \(w=e_i+te_j\) and \(b=2/(1+t^2)\). The rotation \(V=(1-2e_ie_i^T)(1-b\,ww^T)\) gives

\[ -2M_{ii}+b\,(M_{ii}+tM_{ij}-tM_{ji}-t^2M_{jj})\le0. \]

Multiplying by \((1+t^2)/2\),

\[ t(M_{ij}-M_{ji})\le t^2(M_{ii}+M_{jj}). \]

Dividing by small \(t\) of either sign and letting \(t\to0\) forces \(M_{ij}=M_{ji}\).

**Any maximiser.** If \(U\) maximises \(F\) for matrices in some starting basis, the matrices \(U^TQ^AU\) are again positive semidefinite. Their functional at \(V\) is the original one at \(UV\), so the argument applies to them.

## The Lean file

```lean
import Mathlib

open Matrix

namespace PipekMezeyGlobalMaximum

noncomputable section

variable {n α : Type*} [Fintype n] [DecidableEq n] [Fintype α]

/-- The atomic population matrices written in the orbitals given by the columns of `U`. -/
def inBasis (Q : α → Matrix n n ℝ) (U : Matrix n n ℝ) : α → Matrix n n ℝ :=
  fun A => Uᵀ * Q A * U

/-- The Pipek-Mezey functional: the sum over atoms and orbitals of the squared populations. -/
def pipekMezey (Q : α → Matrix n n ℝ) (U : Matrix n n ℝ) : ℝ :=
  ∑ A, ∑ i, (inBasis Q U A i i) ^ 2

/-- `U` is orthogonal and no orthogonal matrix has a larger Pipek-Mezey functional. -/
def IsGlobalMax (Q : α → Matrix n n ℝ) (U : Matrix n n ℝ) : Prop :=
  Uᵀ * U = 1 ∧ ∀ V : Matrix n n ℝ, Vᵀ * V = 1 → pipekMezey Q V ≤ pipekMezey Q U

/-- The matrix with entries `M i j = ∑ A, Q A i j * Q A j j`. -/
def localisationMatrix (Q : α → Matrix n n ℝ) : Matrix n n ℝ :=
  Matrix.of fun i j => ∑ A, Q A i j * Q A j j

/-- The squared population of a transformed orbital lies above its linearisation at the
original orbital. -/
theorem population_sq_ge_tangent {Q : Matrix n n ℝ} (hQ : Q.PosSemidef)
    (U : Matrix n n ℝ) (j : n) :
    Q j j ^ 2 + 4 * (Q j j * (Q * U) j j - Q j j ^ 2) ≤ ((Uᵀ * Q * U) j j) ^ 2 := by
  have hs : Qᵀ = Q := by
    have h := hQ.isHermitian.eq
    rwa [conjTranspose_eq_transpose_of_trivial] at h
  have hq : 0 ≤ Q j j := hQ.diag_nonneg
  -- positivity of the population of the displacement `U - 1`
  have hD : 0 ≤ ((U - 1 : Matrix n n ℝ)ᵀ * Q * (U - 1) : Matrix n n ℝ) j j := by
    have h := hQ.conjTranspose_mul_mul_same (U - 1)
    rw [conjTranspose_eq_transpose_of_trivial] at h
    exact h.diag_nonneg
  have hE : (U - 1 : Matrix n n ℝ)ᵀ * Q * (U - 1) = Uᵀ * Q * U - (Q * U)ᵀ - Q * U + Q := by
    rw [transpose_mul, hs, transpose_sub, transpose_one]
    noncomm_ring
  rw [hE] at hD
  simp only [Matrix.add_apply, Matrix.sub_apply, transpose_apply] at hD
  nlinarith [mul_nonneg hq hD, sq_nonneg ((Uᵀ * Q * U) j j - Q j j)]

/-- The Pipek-Mezey functional lies above its linearisation at the original orbitals, whose
slope is four times the localisation matrix. -/
theorem pipekMezey_ge_tangent {Q : α → Matrix n n ℝ} (hQ : ∀ A, (Q A).PosSemidef)
    (U : Matrix n n ℝ) :
    pipekMezey Q 1 + 4 * (trace ((localisationMatrix Q)ᵀ * U) - trace (localisationMatrix Q))
      ≤ pipekMezey Q U := by
  have hs : ∀ A i j, Q A j i = Q A i j := fun A i j => by
    simpa using (hQ A).isHermitian.apply i j
  have h1 : trace ((localisationMatrix Q)ᵀ * U) = ∑ A, ∑ j, Q A j j * (Q A * U) j j := by
    simp only [trace, diag_apply, mul_apply, transpose_apply, localisationMatrix, of_apply,
      Finset.sum_mul, Finset.mul_sum]
    symm
    rw [Finset.sum_comm]
    refine Finset.sum_congr rfl fun j _ => ?_
    rw [Finset.sum_comm]
    refine Finset.sum_congr rfl fun i _ => Finset.sum_congr rfl fun A _ => ?_
    rw [hs A i j]
    ring
  have h2 : trace (localisationMatrix Q) = ∑ A, ∑ j, Q A j j ^ 2 := by
    simp only [trace, diag_apply, localisationMatrix, of_apply, pow_two]
    exact Finset.sum_comm
  have h3 : pipekMezey Q 1 = ∑ A, ∑ j, Q A j j ^ 2 := by
    simp [pipekMezey, inBasis]
  rw [h1, h2, h3]
  simp only [← Finset.sum_sub_distrib, Finset.mul_sum, ← Finset.sum_add_distrib]
  exact Finset.sum_le_sum fun A _ => Finset.sum_le_sum fun j _ =>
    population_sq_ge_tangent (hQ A) U j

omit [DecidableEq n] in
lemma dyad_mul (v w : n → ℝ) :
    vecMulVec v v * vecMulVec w w = (v ⬝ᵥ w) • vecMulVec v w := by
  ext i j
  simp only [mul_apply, vecMulVec_apply, Matrix.smul_apply, smul_eq_mul, dotProduct,
    Finset.sum_mul]
  exact Finset.sum_congr rfl fun k _ => by ring

omit [DecidableEq n] in
lemma trace_dyad (M : Matrix n n ℝ) (v w : n → ℝ) :
    trace (Mᵀ * vecMulVec v w) = v ⬝ᵥ M *ᵥ w := by
  simp only [trace, diag_apply, mul_apply, transpose_apply, vecMulVec_apply, dotProduct,
    mulVec, Finset.mul_sum]
  rw [Finset.sum_comm]
  exact Finset.sum_congr rfl fun i _ => Finset.sum_congr rfl fun j _ => by ring

/-- The Householder matrix `1 - c v vᵀ` with `c (v ⬝ v) = 2` is symmetric and orthogonal. -/
theorem householder_orthogonal (v : n → ℝ) (c : ℝ) (h : c * (v ⬝ᵥ v) = 2) :
    (1 - c • vecMulVec v v)ᵀ = 1 - c • vecMulVec v v ∧
      (1 - c • vecMulVec v v) * (1 - c • vecMulVec v v) = 1 := by
  constructor
  · ext i j
    simp [vecMulVec_apply, Matrix.one_apply, eq_comm, mul_comm]
  · have e : (1 - c • vecMulVec v v) * (1 - c • vecMulVec v v)
        = 1 - (2 * c) • vecMulVec v v + (c * c) • (vecMulVec v v * vecMulVec v v) := by
      simp only [sub_mul, mul_sub, one_mul, mul_one, smul_mul_assoc, mul_smul_comm]
      module
    have hc : c * c * (v ⬝ᵥ v) = 2 * c := by linear_combination c * h
    rw [e, dyad_mul, smul_smul, hc, sub_add_cancel]

/-- If no orthogonal `V` makes `tr (Mᵀ V)` larger than `tr M`, then `M` is symmetric and
positive semidefinite. -/
theorem posSemidef_of_trace_le (M : Matrix n n ℝ)
    (hM : ∀ V : Matrix n n ℝ, Vᵀ * V = 1 → trace (Mᵀ * V) ≤ trace M) : M.PosSemidef := by
  refine PosSemidef.of_dotProduct_mulVec_nonneg ?_ ?_
  · -- symmetry: two successive reflections rotate orbitals `i` and `j`
    ext i j
    rw [conjTranspose_eq_transpose_of_trivial, transpose_apply]
    by_cases hij : i = j
    · rw [hij]
    obtain ⟨e, he, hd⟩ : ∃ e : n → n → ℝ, (∀ a b, e a ⬝ᵥ M *ᵥ e b = M a b) ∧
        (∀ a b, e a ⬝ᵥ e b = if a = b then 1 else 0) :=
      ⟨fun a => Pi.single a 1, fun a b => by simp, fun a b => by simp [Pi.single_apply, eq_comm]⟩
    have key : ∀ t : ℝ, t * (M i j - M j i) ≤ t ^ 2 * (M i i + M j j) := by
      intro t
      have ht : 0 < 1 + t ^ 2 := by positivity
      have hvw : e i ⬝ᵥ (e i + t • e j) = 1 := by
        simp [dotProduct_add, dotProduct_smul, hd, hij]
      have hww : (e i + t • e j) ⬝ᵥ (e i + t • e j) = 1 + t ^ 2 := by
        simp [dotProduct_add, add_dotProduct, dotProduct_smul, smul_dotProduct, hd, hij,
          Ne.symm hij, pow_two]
      obtain ⟨b, hb⟩ : ∃ b : ℝ, b * (1 + t ^ 2) = 2 := ⟨2 / (1 + t ^ 2), by field_simp⟩
      obtain ⟨s1, o1⟩ := householder_orthogonal (e i) 2 (by simp [hd])
      obtain ⟨s2, o2⟩ := householder_orthogonal (e i + t • e j) b (by rw [hww, hb])
      have h := hM ((1 - (2 : ℝ) • vecMulVec (e i) (e i)) *
        (1 - b • vecMulVec (e i + t • e j) (e i + t • e j))) (by
          rw [transpose_mul, s1, s2, mul_assoc, ← mul_assoc (1 - (2 : ℝ) • _), o1, one_mul, o2])
      simp only [sub_mul, mul_sub, one_mul, mul_one, smul_mul_assoc, mul_smul_comm, dyad_mul,
        hvw, one_smul, trace_sub, trace_smul, trace_dyad, trace_transpose, smul_eq_mul,
        mulVec_add, mulVec_smul, dotProduct_add, add_dotProduct, dotProduct_smul,
        smul_dotProduct, he] at h
      have h' := mul_le_mul_of_nonneg_left h ht.le
      linear_combination (1 / 2) * h' - (1 / 2) *
        (M i i + t * M i j - t * M j i - t ^ 2 * M j j) * hb
    -- a linear term bounded by a quadratic one for all `t` vanishes
    have hK : 0 < |M i i + M j j| + 1 := by positivity
    obtain ⟨t, ht⟩ : ∃ t : ℝ, M i j - M j i = t * (|M i i + M j j| + 1) :=
      ⟨(M i j - M j i) / (|M i i + M j j| + 1), by field_simp⟩
    have h := key t
    rw [ht] at h
    have h0 : t ^ 2 ≤ 0 := by
      nlinarith [mul_nonneg (sq_nonneg t) (sub_nonneg.2 (le_abs_self (M i i + M j j)))]
    have t0 : t = 0 := pow_eq_zero_iff (two_ne_zero) |>.1 (le_antisymm h0 (sq_nonneg t))
    rw [t0, zero_mul] at ht
    linarith
  · -- positivity: a single reflection along `v`
    intro v
    rw [star_trivial]
    by_cases hv : v = 0
    · simp [hv]
    have hp : 0 < v ⬝ᵥ v := lt_of_le_of_ne
      (Finset.sum_nonneg fun i _ => mul_self_nonneg (v i))
      (fun h => hv (dotProduct_self_eq_zero.1 h.symm))
    have hc : 0 < 2 / (v ⬝ᵥ v) := by positivity
    obtain ⟨s, o⟩ := householder_orthogonal v (2 / (v ⬝ᵥ v)) (div_mul_cancel₀ _ hp.ne')
    have h := hM _ (by rw [s, o])
    rw [mul_sub, mul_one, mul_smul_comm, trace_sub, trace_smul, trace_dyad, trace_transpose,
      smul_eq_mul] at h
    exact nonneg_of_mul_nonneg_right (by linarith) hc

/-- In orbitals that globally maximise the Pipek-Mezey functional of positive semidefinite
population matrices, the localisation matrix is symmetric and positive semidefinite. -/
theorem localisationMatrix_posSemidef {Q : α → Matrix n n ℝ} (hQ : ∀ A, (Q A).PosSemidef)
    {U : Matrix n n ℝ} (hU : IsGlobalMax Q U) :
    (localisationMatrix (inBasis Q U)).PosSemidef := by
  have hP : ∀ A, (inBasis Q U A).PosSemidef := fun A => by
    have h := (hQ A).conjTranspose_mul_mul_same U
    rwa [conjTranspose_eq_transpose_of_trivial] at h
  have comp : ∀ V, pipekMezey (inBasis Q U) V = pipekMezey Q (U * V) := fun V => by
    simp only [pipekMezey, inBasis, transpose_mul, Matrix.mul_assoc]
  refine posSemidef_of_trace_le _ fun V hV => ?_
  have h := pipekMezey_ge_tangent hP V
  rw [comp, comp, mul_one] at h
  have hm := hU.2 (U * V) (by
    rw [transpose_mul, mul_assoc, ← mul_assoc Uᵀ, hU.1, one_mul, hV])
  linarith

/-- Three vectors of orbital coefficients, the permutations of `(-3, 2, 2)`. -/
def coeff : Matrix (Fin 3) (Fin 3) ℝ := !![-3, 2, 2; 2, -3, 2; 2, 2, -3]

/-- The rank-one population matrices formed from the rows of `coeff`. -/
def rankOne (A : Fin 3) : Matrix (Fin 3) (Fin 3) ℝ := vecMulVec (coeff A) (coeff A)

/-- For the positive semidefinite matrices `rankOne` the localisation matrix is symmetric,
yet the original orbitals are not a global maximum. -/
theorem symmetric_not_sufficient :
    (∀ A, (rankOne A).PosSemidef) ∧ (localisationMatrix rankOne).IsSymm ∧
      ¬ IsGlobalMax rankOne 1 := by
  have hQ : ∀ A, (rankOne A).PosSemidef := fun A => by
    refine PosSemidef.of_dotProduct_mulVec_nonneg ?_ fun x => ?_
    · ext i j
      simp [rankOne, vecMulVec_apply, mul_comm]
    · have h : star x ⬝ᵥ rankOne A *ᵥ x = (coeff A ⬝ᵥ x) ^ 2 := by
        simp only [rankOne, dotProduct, mulVec, vecMulVec_apply, Fin.sum_univ_three,
          Pi.star_apply, star_trivial]
        ring
      rw [h]
      positivity
  have hM : localisationMatrix rankOne = !![113, -62, -62; -62, 113, -62; -62, -62, 113] := by
    ext i j
    fin_cases i <;> fin_cases j <;>
      simp [localisationMatrix, rankOne, coeff, vecMulVec_apply, Fin.sum_univ_three] <;>
      norm_num
  refine ⟨hQ, ?_, fun hmax => ?_⟩
  · rw [hM]
    ext i j
    fin_cases i <;> fin_cases j <;> simp
  · -- the vector `(1, 1, 1)` has a negative expectation value
    have h := localisationMatrix_posSemidef hQ hmax
    have hb : inBasis rankOne 1 = rankOne := by
      funext A
      simp [inBasis]
    rw [hb, hM] at h
    have h1 := h.dotProduct_mulVec_nonneg (fun _ => (1 : ℝ))
    simp only [dotProduct, mulVec, Fin.sum_univ_three, Pi.star_apply, star_trivial] at h1
    simp at h1
    norm_num at h1

end

end PipekMezeyGlobalMaximum
```

```lean
#print axioms PipekMezeyGlobalMaximum.localisationMatrix_posSemidef
#print axioms PipekMezeyGlobalMaximum.symmetric_not_sufficient
```

```
'PipekMezeyGlobalMaximum.localisationMatrix_posSemidef' depends on axioms: [propext, Classical.choice, Quot.sound]
'PipekMezeyGlobalMaximum.symmetric_not_sufficient' depends on axioms: [propext, Classical.choice, Quot.sound]
```

## What is established, and for which populations

In `localisationMatrix_posSemidef`, the finite types `n` and `α` label orbitals and atoms. `inBasis Q U` holds the matrices \(U^TQ^AU\), and `IsGlobalMax Q U` says that `U` is orthogonal and that no orthogonal matrix does better. The conclusion `PosSemidef` includes symmetry. The \(Q^A\) need not sum to the identity. The theorem takes a maximiser as given; one always exists, because \(F\) is continuous and the orthogonal matrices form a compact set. Complex orbitals and other exponents are not treated.

`population_sq_ge_tangent` and `pipekMezey_ge_tangent` are the two tangent bounds, both for positive semidefinite population matrices; `nlinarith` combines the two positivity facts. `dyad_mul`, `trace_dyad` and `householder_orthogonal` supply the reflection algebra. `posSemidef_of_trace_le` carries out both reflection arguments, replacing the limit \(t\to0\) by one well-chosen \(t\).

`symmetric_not_sufficient` shows that the test is stronger than symmetry: three rank-one matrices give a symmetric \(M\) whose expectation value along the normalised \((1,1,1)/\sqrt3\) is \(-11\). These matrices do not sum to the identity, so they are not a complete partition of orbital charge. Adding twenty matrices with every entry \(2/5\), and dividing all twenty-three by 25, makes the sum the identity. Then \(M\) is still symmetric, and the expectation value is \((-11+9.6)/625\), still negative. So for a complete partition, too, \(M\) can be symmetric and still have a negative eigenvalue, which rules out a global maximum.

Passing the test does not certify a maximum. For the bonding and antibonding combinations of two orthonormal atomic orbitals, \(M=\tfrac12\,1\) is positive, yet \(F=1\), while the atomic orbitals give \(F=2\).

The competitors could also have been restricted to rotations of determinant one. The result would stay the same, because flipping an orbital's sign leaves \(F\) unchanged, but the single reflection would need such a flip to be admissible.
